# For positive definite force constants and a fixed force vector, $\sum_\nu g_\nu^2/\omega_\nu^2$ does not depend on the masses

Take one coordinate with force constant $k>0$ and mass $m>0$, pushed by an electronic force $v$. Its frequency satisfies $\omega^2=k/m$, and its mass-weighted coupling is $g=v/\sqrt m$. Hence

$$\frac{g^2}{\omega^2}=\frac{v^2/m}{k/m}=\frac{v^2}{k}.$$

The mass cancels, and what remains is the force times the static displacement $v/k$. With many coupled coordinates, a change of masses can alter the frequencies and also mix the modes, yet the sum over all modes still reduces to a static response.

## Coordinates, modes and couplings

The finite type `n` labels the real displacement coordinates. It also labels the modes, so there are as many modes as coordinates.

```lean
import Mathlib

open Matrix

namespace McMillanMassIndependence

noncomputable section

variable {n : Type*} [Fintype n] [DecidableEq n]
```

Let $m_i>0$ be the mass of coordinate $i$ and $M=\mathrm{diag}(m_i)$. Mass weighting uses $M^{-1/2}$, with diagonal entries $1/\sqrt{m_i}$.

```lean
/-- The diagonal matrix `M^(-1/2)` of inverse square roots of the masses, for positive masses. -/
def invSqrtMass (m : n → ℝ) : Matrix n n ℝ :=
  Matrix.diagonal fun i => (Real.sqrt (m i))⁻¹
```

For a force-constant matrix $K$, the harmonic dynamical matrix is $D=M^{-1/2}KM^{-1/2}$.

```lean
/-- The dynamical matrix `M^(-1/2) K M^(-1/2)` of force constants `K` and positive masses `m`. -/
def dynMatrix (K : Matrix n n ℝ) (m : n → ℝ) : Matrix n n ℝ :=
  invSqrtMass m * K * invSqrtMass m
```

The modes $e_\nu$, with components $e_{\nu i}$ (`e ν i`), satisfy $e_\mu\cdot e_\nu=\delta_{\mu\nu}$ and $De_\nu=\omega_\nu^2e_\nu$. Only $\omega_\nu^2$ enters, so the sign of $\omega_\nu$ is immaterial.

```lean
/-- The vectors `e ν` are orthonormal eigenvectors of the dynamical matrix, with eigenvalues
`ω ν ^ 2`. -/
structure IsNormalModes (K : Matrix n n ℝ) (m ω : n → ℝ) (e : n → n → ℝ) : Prop where
  orthonormal : ∀ μ ν, e μ ⬝ᵥ e ν = if μ = ν then 1 else 0
  eigen : ∀ ν, dynMatrix K m *ᵥ e ν = ω ν ^ 2 • e ν
```

The vector $v$ is the force that an electronic transition or change of occupation exerts on the coordinates. Its coupling to mode $\nu$ is $g_\nu=v\cdot M^{-1/2}e_\nu$. This convention leaves out the zero-point factor $\sqrt{\hbar/2\omega_\nu}$ of the usual electron-phonon matrix element.

```lean
/-- The coupling `g_ν = ⟨v, M^(-1/2) e_ν⟩` of mode `ν` to the electronic force vector `v`. -/
def coupling (m : n → ℝ) (e : n → n → ℝ) (v : n → ℝ) (ν : n) : ℝ :=
  v ⬝ᵥ (invSqrtMass m *ᵥ e ν)
```

Weighting each $\omega_\nu^2$ by $g_\nu^2/\omega_\nu^2$ gives the mean square frequency

$$\langle\omega^2\rangle=\frac{\sum_\nu g_\nu^2}{\sum_\nu g_\nu^2/\omega_\nu^2}.$$

```lean
/-- The mean square frequency with weights `g_ν² / ω_ν²`, for nonzero frequencies and couplings
that do not all vanish. -/
def meanSqFreq (ω g : n → ℝ) : ℝ :=
  (∑ ν, g ν ^ 2) / ∑ ν, g ν ^ 2 / ω ν ^ 2
```

## Complete modes and the sum of squared couplings

In components, $(M^{-1/2}w)_i=w_i/\sqrt{m_i}$ for any vector $w$.

```lean
/-- Mass weighting divides each component of a vector by the square root of its mass. -/
lemma invSqrtMass_mulVec (m w : n → ℝ) (i : n) :
    (invSqrtMass m *ᵥ w) i = (Real.sqrt (m i))⁻¹ * w i := by
  rw [invSqrtMass, Matrix.mulVec_diagonal]
```

Since $M^{-1/2}$ is diagonal, it can be moved to the other factor: $g_\nu=\sum_i v_ie_{\nu i}/\sqrt{m_i}=(M^{-1/2}v)\cdot e_\nu$.

```lean
/-- The coupling is the component along the mode of the mass-weighted force vector. -/
lemma coupling_eq (m : n → ℝ) (e : n → n → ℝ) (v : n → ℝ) (ν : n) :
    coupling m e v ν = (invSqrtMass m *ᵥ v) ⬝ᵥ e ν := by
  simp only [coupling, dotProduct, invSqrtMass_mulVec]
  exact Finset.sum_congr rfl fun i _ => by ring
```

Put the modes into the rows of a square matrix $E$. Orthonormality says $EE^T=1$, and for a square matrix this implies $E^TE=1$. For any vectors $a$ and $b$,

$$\sum_\nu(a\cdot e_\nu)(b\cdot e_\nu)=(Ea)\cdot(Eb)=a\cdot E^TEb=a\cdot b.$$

The steps `h1` and `h2` are the two matrix identities, and the `calc` block is this chain.

```lean
/-- Completeness of the modes: the scalar product of two vectors is the sum of the products of
their mode components. -/
theorem parseval {e : n → n → ℝ} (he : ∀ μ ν, e μ ⬝ᵥ e ν = if μ = ν then 1 else 0)
    (a b : n → ℝ) : ∑ ν, (a ⬝ᵥ e ν) * (b ⬝ᵥ e ν) = a ⬝ᵥ b := by
  let E : Matrix n n ℝ := Matrix.of e
  have h1 : E * Eᵀ = 1 := by
    ext μ ν
    rw [Matrix.mul_apply, Matrix.one_apply, ← he μ ν]
    rfl
  -- a square matrix with orthonormal rows has orthonormal columns
  have h2 : Eᵀ * E = 1 := mul_eq_one_comm.mp h1
  calc ∑ ν, (a ⬝ᵥ e ν) * (b ⬝ᵥ e ν) = (E *ᵥ a) ⬝ᵥ (E *ᵥ b) := by
        simp only [dotProduct_comm a, dotProduct_comm b]
        rfl
    _ = a ⬝ᵥ ((Eᵀ * E) *ᵥ b) := by
        rw [← Matrix.mulVec_mulVec, Matrix.dotProduct_mulVec a, Matrix.vecMul_transpose]
    _ = a ⬝ᵥ b := by rw [h2, Matrix.one_mulVec]
```

## The equation of motion and positive squared frequencies

Let $u_\nu=M^{-1/2}e_\nu$ be the displacement pattern of mode $\nu$. The eigenvalue equation reads $M^{-1/2}Ku_\nu=\omega_\nu^2e_\nu$. Multiplication by $M^{1/2}$ gives

$$Ku_\nu=\omega_\nu^2M^{1/2}e_\nu=\omega_\nu^2Mu_\nu.$$

The proof does this one component at a time, using $\sqrt{m_i}\neq0$.

```lean
/-- The equation of motion `K u = ω² M u` for the displacement pattern `u = M^(-1/2) e_ν`, with `M
u` written as `M^(1/2) e_ν`. -/
theorem equation_of_motion {K : Matrix n n ℝ} {m ω : n → ℝ} {e : n → n → ℝ}
    (hm : ∀ i, 0 < m i) (h : IsNormalModes K m ω e) (ν : n) :
    K *ᵥ (invSqrtMass m *ᵥ e ν) = fun i => ω ν ^ 2 * (Real.sqrt (m i) * e ν i) := by
  funext i
  have hs : Real.sqrt (m i) ≠ 0 := (Real.sqrt_pos.mpr (hm i)).ne'
  have hi := congrFun (h.eigen ν) i
  rw [dynMatrix, ← Matrix.mulVec_mulVec, ← Matrix.mulVec_mulVec, invSqrtMass_mulVec,
    Pi.smul_apply, smul_eq_mul] at hi
  rw [← mul_inv_cancel_left₀ hs ((K *ᵥ (invSqrtMass m *ᵥ e ν)) i), hi]
  ring
```

A positive definite $K$ means that every nonzero displacement costs elastic energy; for real matrices, `K.PosDef` also includes symmetry. The pattern $u_\nu$ is nonzero because $e_\nu$ has unit length. Therefore

$$0<u_\nu\cdot Ku_\nu=\omega_\nu^2\,u_\nu\cdot Mu_\nu=\omega_\nu^2\,e_\nu\cdot e_\nu=\omega_\nu^2.$$

Here `hu` shows that the pattern is nonzero, and `hE` evaluates $u_\nu\cdot Ku_\nu$, which is twice the elastic energy.

```lean
/-- Positive definite force constants and positive masses give `ω_ν² > 0` for every mode. -/
theorem freq_sq_pos {K : Matrix n n ℝ} {m ω : n → ℝ} {e : n → n → ℝ} (hK : K.PosDef)
    (hm : ∀ i, 0 < m i) (h : IsNormalModes K m ω e) (ν : n) : 0 < ω ν ^ 2 := by
  have hs : ∀ i, Real.sqrt (m i) ≠ 0 := fun i => (Real.sqrt_pos.mpr (hm i)).ne'
  have hn : e ν ⬝ᵥ e ν = 1 := by rw [h.orthonormal, if_pos rfl]
  have hu : invSqrtMass m *ᵥ e ν ≠ 0 := by
    intro h0
    have hz : e ν = 0 := by
      funext i
      have hi := congrFun h0 i
      rw [invSqrtMass_mulVec, Pi.zero_apply] at hi
      exact (mul_eq_zero.mp hi).resolve_left (inv_ne_zero (hs i))
    rw [hz, dotProduct_zero] at hn
    exact zero_ne_one hn
  have hp := hK.dotProduct_mulVec_pos hu
  rw [star_trivial, equation_of_motion hm h] at hp
  -- twice the elastic energy of the pattern is `ω²` times the squared length of the mode
  have hE : (invSqrtMass m *ᵥ e ν) ⬝ᵥ (fun i => ω ν ^ 2 * (Real.sqrt (m i) * e ν i))
      = ω ν ^ 2 * (e ν ⬝ᵥ e ν) := by
    simp only [dotProduct, invSqrtMass_mulVec, Finset.mul_sum]
    refine Finset.sum_congr rfl fun i _ => ?_
    linear_combination (ω ν ^ 2 * e ν i * e ν i) * inv_mul_cancel₀ (hs i)
  rwa [hE, hn, mul_one] at hp
```

Completeness with $a=b=M^{-1/2}v$ gives the sum of squared couplings, which does contain the masses:

$$\sum_\nu g_\nu^2=|M^{-1/2}v|^2=\sum_i\frac{v_i^2}{m_i}=v^TM^{-1}v.$$

The proof uses orthonormal modes and positive masses, but no property of $K$.

```lean
/-- The squared couplings sum to `vᵀ M⁻¹ v`, written out in components. -/
theorem sum_coupling_sq {m : n → ℝ} {e : n → n → ℝ} (hm : ∀ i, 0 < m i)
    (he : ∀ μ ν, e μ ⬝ᵥ e ν = if μ = ν then 1 else 0) (v : n → ℝ) :
    ∑ ν, coupling m e v ν ^ 2 = ∑ i, v i ^ 2 / m i := by
  simp only [coupling_eq, sq]
  rw [parseval he]
  simp only [dotProduct, invSqrtMass_mulVec]
  refine Finset.sum_congr rfl fun i _ => ?_
  have hi : (Real.sqrt (m i))⁻¹ * (Real.sqrt (m i))⁻¹ = (m i)⁻¹ := by
    rw [← mul_inv, Real.mul_self_sqrt (hm i).le]
  rw [div_eq_mul_inv, ← hi]
  ring
```

## The mode sum as a static response

Let $x=K^{-1}v$ be the static displacement under the force $v$, and let $y=M^{1/2}x$. Symmetry of $K$ and the equation of motion give

$$g_\nu=(Kx)\cdot u_\nu=x\cdot Ku_\nu=\omega_\nu^2\,x\cdot M^{1/2}e_\nu=\omega_\nu^2\,y\cdot e_\nu.$$

Dividing one factor of $g_\nu$ by $\omega_\nu^2$ and using completeness,

$$\sum_\nu\frac{g_\nu^2}{\omega_\nu^2}=\sum_\nu(M^{-1/2}v\cdot e_\nu)(y\cdot e_\nu)=M^{-1/2}v\cdot M^{1/2}x=v^TK^{-1}v.$$

In the proof, `hg` is the first display. The final `calc` block is the second, with `freq_sq_pos` justifying the division.

```lean
/-- For positive definite force constants and positive masses, the sum of `g_ν² / ω_ν²` over all
modes equals `vᵀ K⁻¹ v`. -/
theorem sum_coupling_sq_div_freq_sq {K : Matrix n n ℝ} {m ω : n → ℝ} {e : n → n → ℝ}
    (hK : K.PosDef) (hm : ∀ i, 0 < m i) (h : IsNormalModes K m ω e) (v : n → ℝ) :
    ∑ ν, coupling m e v ν ^ 2 / ω ν ^ 2 = v ⬝ᵥ (K⁻¹ *ᵥ v) := by
  -- `x` is the static displacement produced by the force `v`
  obtain ⟨x, hx⟩ : ∃ x, x = K⁻¹ *ᵥ v := ⟨_, rfl⟩
  have hKx : K *ᵥ x = v := by
    rw [hx, Matrix.mulVec_mulVec, Matrix.mul_nonsing_inv _ hK.det_pos.ne'.isUnit,
      Matrix.one_mulVec]
  have hT : Kᵀ = K := by
    have h' := hK.isHermitian.eq
    rwa [Matrix.conjTranspose_eq_transpose_of_trivial] at h'
  have hg : ∀ ν, coupling m e v ν
      = ω ν ^ 2 * ((fun i => Real.sqrt (m i) * x i) ⬝ᵥ e ν) := by
    intro ν
    calc coupling m e v ν = (K *ᵥ x) ⬝ᵥ (invSqrtMass m *ᵥ e ν) := by rw [hKx]; rfl
      _ = x ⬝ᵥ (K *ᵥ (invSqrtMass m *ᵥ e ν)) := by
          rw [Matrix.dotProduct_mulVec x, ← Matrix.mulVec_transpose, hT]
      _ = _ := by
          rw [equation_of_motion hm h]
          simp only [dotProduct, Finset.mul_sum]
          exact Finset.sum_congr rfl fun i _ => by ring
  calc ∑ ν, coupling m e v ν ^ 2 / ω ν ^ 2
      = ∑ ν, ((invSqrtMass m *ᵥ v) ⬝ᵥ e ν)
          * ((fun i => Real.sqrt (m i) * x i) ⬝ᵥ e ν) := by
        refine Finset.sum_congr rfl fun ν _ => ?_
        rw [← coupling_eq, div_eq_iff (freq_sq_pos hK hm h ν).ne']
        linear_combination coupling m e v ν * hg ν
    _ = (invSqrtMass m *ᵥ v) ⬝ᵥ (fun i => Real.sqrt (m i) * x i) := parseval h.orthonormal _ _
    _ = v ⬝ᵥ (K⁻¹ *ᵥ v) := by
        rw [← hx]
        simp only [dotProduct, invSqrtMass_mulVec]
        refine Finset.sum_congr rfl fun i _ => ?_
        have hs : Real.sqrt (m i) ≠ 0 := (Real.sqrt_pos.mpr (hm i)).ne'
        linear_combination (v i * x i) * inv_mul_cancel₀ hs
```

Two isotope compositions with the same $K$ and $v$ may have different frequencies and different modes. Both sums equal $v^TK^{-1}v$, so they equal each other.

```lean
/-- For positive definite force constants and a fixed force vector, any two sets of positive masses
give the same sum of `g_ν² / ω_ν²`. -/
theorem isotope_independence {K : Matrix n n ℝ} {m m' ω ω' : n → ℝ} {e e' : n → n → ℝ}
    (hK : K.PosDef) (hm : ∀ i, 0 < m i) (hm' : ∀ i, 0 < m' i)
    (h : IsNormalModes K m ω e) (h' : IsNormalModes K m' ω' e') (v : n → ℝ) :
    ∑ ν, coupling m e v ν ^ 2 / ω ν ^ 2 = ∑ ν, coupling m' e' v ν ^ 2 / ω' ν ^ 2 := by
  rw [sum_coupling_sq_div_freq_sq hK hm h, sum_coupling_sq_div_freq_sq hK hm' h']
```

Positive definiteness matters here. Join two free masses $m_1,m_2$ on a line by a spring $k$, so that

$$K=k\begin{pmatrix}1&-1\\-1&1\end{pmatrix},$$

and let the force be $v=(f,0)$ with $f\neq0$. Uniform translation has zero frequency. The vibration alone contributes

$$\frac{g^2}{\omega^2}=\frac{f^2}{k}\left(\frac{m_2}{m_1+m_2}\right)^2,$$

which depends on the masses. Lean sets division by zero to zero, so this is also the value its full sum would take. The force $(f,0)$ has a nonzero total, so it has to be exerted from outside the pair; internal forces $(f,-f)$ would give $f^2/k$ for all masses.

## One common mass and the McMillan form

If all masses equal $M$, now a number, then $\sum_\nu g_\nu^2=|v|^2/M$. For $v\neq0$ the sum $L=\sum_\nu g_\nu^2/\omega_\nu^2=v^TK^{-1}v$ is positive, because $K^{-1}$ is positive definite too. Thus $\langle\omega^2\rangle=|v|^2/(ML)>0$, and

$$\sum_\nu\frac{g_\nu^2}{\omega_\nu^2}=\frac{|v|^2}{M\langle\omega^2\rangle}.$$

This has the structure of McMillan's expression for the electron-phonon coupling constant $\lambda$, with a single real force vector in place of the Fermi-surface average and without the electronic density of states. In this finite harmonic model, isotope substitution leaves the $\lambda$-like sum unchanged provided that $K$ and $v$ do not change with the masses, as in the Born-Oppenheimer picture; that condition is assumed. The theorem does not treat anharmonicity or a transition temperature.

In the proof, `hA` is the sum of squared couplings and `hL` the positivity of $L$; `field_simp` finishes the algebra.

```lean
/-- For positive definite force constants, one common positive mass `M` and a nonzero force vector,
the mean square frequency is positive and the sum of `g_ν² / ω_ν²` is `|v|² / (M ⟨ω²⟩)`. -/
theorem mcmillan_form {K : Matrix n n ℝ} {M : ℝ} {ω : n → ℝ} {e : n → n → ℝ}
    (hK : K.PosDef) (hM : 0 < M) (h : IsNormalModes K (fun _ => M) ω e)
    {v : n → ℝ} (hv : v ≠ 0) :
    0 < meanSqFreq ω (coupling (fun _ => M) e v) ∧
      ∑ ν, coupling (fun _ => M) e v ν ^ 2 / ω ν ^ 2
        = (v ⬝ᵥ v) / (M * meanSqFreq ω (coupling (fun _ => M) e v)) := by
  have hvv : 0 < v ⬝ᵥ v := by
    obtain ⟨i, hi⟩ := Function.ne_iff.mp hv
    exact Finset.sum_pos' (fun j _ => mul_self_nonneg (v j))
      ⟨i, Finset.mem_univ i, mul_self_pos.mpr hi⟩
  have hA : ∑ ν, coupling (fun _ => M) e v ν ^ 2 = (v ⬝ᵥ v) / M := by
    rw [sum_coupling_sq (fun _ => hM) h.orthonormal]
    simp only [dotProduct, Finset.sum_div, sq]
  have hL : 0 < ∑ ν, coupling (fun _ => M) e v ν ^ 2 / ω ν ^ 2 := by
    rw [sum_coupling_sq_div_freq_sq hK (fun _ => hM) h]
    have hp := hK.inv.dotProduct_mulVec_pos hv
    rwa [star_trivial] at hp
  rw [meanSqFreq, hA]
  generalize (∑ ν, coupling (fun _ => M) e v ν ^ 2 / ω ν ^ 2) = L at hL ⊢
  generalize v ⬝ᵥ v = a at hvv ⊢
  refine ⟨div_pos (div_pos hvv hM) hL, ?_⟩
  have hL0 := hL.ne'
  have ha0 := hvv.ne'
  have hM0 := hM.ne'
  field_simp
```

## Two coordinates with masses 1 and 4

A concrete system satisfies the assumptions of the mode-sum theorem `sum_coupling_sq_div_freq_sq`, in arbitrary consistent units:

$$K=\begin{pmatrix}73&-72\\-72&208\end{pmatrix},\qquad D=\begin{pmatrix}73&-36\\-36&52\end{pmatrix}.$$

The modes $(3/5,4/5)$ and $(-4/5,3/5)$ have $\omega^2=25$ and $100$. Positivity of $K$ follows from

$$x^TKx=12(2x_0-3x_1)^2+25x_0^2+100x_1^2,$$

with components numbered from zero as in the code. For $v=(1,0)$ the mode sum is $\frac{9/25}{25}+\frac{16/25}{100}=\frac{13}{625}$, which agrees with $(K^{-1})_{00}=208/10000$.

```lean
/-- Two coupled coordinates with masses 1 and 4 have positive definite force constants and normal
modes of frequencies 5 and 10. -/
theorem isNormalModes_witness :
    (!![73, -72; -72, 208] : Matrix (Fin 2) (Fin 2) ℝ).PosDef ∧
      IsNormalModes !![73, -72; -72, 208] ![1, 4] ![5, 10]
        ![![3 / 5, 4 / 5], ![-4 / 5, 3 / 5]] := by
  have h4 : Real.sqrt 4 = 2 := by
    rw [show (4 : ℝ) = 2 ^ 2 by norm_num]
    exact Real.sqrt_sq (by norm_num)
  refine ⟨Matrix.posDef_iff_dotProduct_mulVec.mpr ⟨?_, ?_⟩, ⟨?_, ?_⟩⟩
  · ext i j
    fin_cases i <;> fin_cases j <;> simp
  · intro x hx
    have hq : star x ⬝ᵥ ((!![73, -72; -72, 208] : Matrix (Fin 2) (Fin 2) ℝ) *ᵥ x)
        = 12 * (2 * x 0 - 3 * x 1) ^ 2 + 25 * x 0 ^ 2 + 100 * x 1 ^ 2 := by
      simp [Matrix.mulVec, dotProduct, Fin.sum_univ_two]
      ring
    rw [hq]
    by_cases h0 : x 0 = 0
    · have h1 : x 1 ≠ 0 := by
        intro h1
        apply hx
        funext i
        fin_cases i
        · exact h0
        · exact h1
      positivity
    · positivity
  · intro μ ν
    fin_cases μ <;> fin_cases ν <;> norm_num [dotProduct, Fin.sum_univ_two]
  · intro ν
    ext i
    fin_cases ν <;> fin_cases i <;>
      norm_num [dynMatrix, invSqrtMass, Matrix.mulVec, dotProduct, Matrix.mul_apply,
        Fin.sum_univ_two, Matrix.diagonal_apply, h4]

end

end McMillanMassIndependence
```

```lean
#print axioms McMillanMassIndependence.isotope_independence
#print axioms McMillanMassIndependence.mcmillan_form
```

```
'McMillanMassIndependence.isotope_independence' depends on axioms: [propext, Classical.choice, Quot.sound]
'McMillanMassIndependence.mcmillan_form' depends on axioms: [propext, Classical.choice, Quot.sound]
```
